# For natural $n$ and $d$, $\sum_{\sigma\in S_n} d^{c(\sigma)}\sigma$, with $c$ the number of cycles, is invertible in $\mathbb{C}[S_n]$ if and only if $d\ge n$

**Q.** Take two particles with $d$ states each. On their product space the identity has trace $d^2$ and the exchange $s$ has trace $d$. Averages over random unitaries lead to the inverse of $G=d^2\,1+d\,s$ in the group algebra $\mathbb{C}[S_2]$. When does it exist?

**A.** Since $s^2=1$, set $s=\pm1$. Then $G$ becomes $d(d+1)$ in the symmetric case and $d(d-1)$ in the antisymmetric one. Both are nonzero for $d\ge2$. For $d=1$ we have $G=1+s$, and $(1+s)(1-s)=0$ rules out an inverse, because $1-s$ is not zero in the algebra. (On the product space with $d=1$ both $1$ and $s$ act as the identity, so there $G$ is just the number 2. The question here is about the algebra.) For $d=0$, $G=0$.

With $d=2$ the inverse of $4+2s$ is $\tfrac13-\tfrac16 s$:
$$(4+2s)\left(\tfrac13-\tfrac16 s\right)=\left(\tfrac43-\tfrac13\right)+\left(\tfrac23-\tfrac23\right)s=1.$$

For $n$ particles, $G=\sum_\sigma d^{c(\sigma)}\sigma$, and the condition becomes $d\ge n$, which is also when $n$ particles have a nonzero antisymmetric state.

**Q.** Cycle counts often leave out fixed points. That would change the power of $d$ for every permutation that has a fixed point.

**A.** `cycleCount` counts the classes of the relation "in the same cycle", so a fixed point is a class of its own. The group algebra is `MonoidAlgebra ℂ (Perm (Fin n))`, and `MonoidAlgebra.of` places a permutation in it. The name `gram` denotes the algebra element $G$; the matrix usually called the Gram matrix is `gramMatrix`, with row $\tau$, column $\rho$ and entry $d^{c(\rho^{-1}\tau)}$.

In Lean 4 with Mathlib:

```lean
import Mathlib

open Equiv
open scoped ComplexConjugate

namespace WeingartenCalculus

noncomputable section

variable {n : ℕ}

/-- The number of cycles of a permutation, fixed points included. -/
def cycleCount (σ : Perm (Fin n)) : ℕ :=
  Nat.card (Quotient (Perm.SameCycle.setoid σ))

/-- The element `∑ σ, d ^ c(σ) σ` of the complex group algebra of `S_n`. -/
def gram (n d : ℕ) : MonoidAlgebra ℂ (Perm (Fin n)) :=
  ∑ σ : Perm (Fin n), (d : ℂ) ^ cycleCount σ • MonoidAlgebra.of ℂ (Perm (Fin n)) σ

/-- The Gram matrix of the permutations, with entries `d ^ c(ρ⁻¹ τ)`. -/
def gramMatrix (n d : ℕ) : Matrix (Perm (Fin n)) (Perm (Fin n)) ℂ :=
  fun τ ρ => (d : ℂ) ^ cycleCount (ρ⁻¹ * τ)
```

**Q.** I see powers of $d$, but no particles in states.

**A.** They enter as labellings. A function $f$ from `Fin n` to `Fin d` puts particle $x$ in state $f(x)$, which is a product basis state. It is unchanged by $\sigma$ when $f\circ\sigma=f$, that is, when $f$ is constant on each cycle. There are $d$ choices per cycle, hence $d^{c(\sigma)}$ such labellings, and this number is the trace of $\sigma$ on the product space.

We also need $c(\sigma\tau)=c(\tau\sigma)$. It holds because $\tau\sigma=\tau(\sigma\tau)\tau^{-1}$, so $\tau$ carries the cycles of one product to those of the other.

```lean
/-- The number of cycles of a product of two permutations does not depend on their order. -/
theorem cycleCount_mul_comm (σ τ : Perm (Fin n)) :
    cycleCount (σ * τ) = cycleCount (τ * σ) := by
  refine Nat.card_congr (Quotient.congr τ fun x y => ?_)
  change Perm.SameCycle (σ * τ) x y ↔ Perm.SameCycle (τ * σ) (τ x) (τ y)
  have e : τ * σ = τ * (σ * τ) * τ⁻¹ := by group
  rw [e, Perm.sameCycle_conj]
  simp
```

In the next proof, `key` shows by induction on integer powers that an unchanged labelling is constant along cycles. The bijection `e` then identifies these labellings with functions on the set of cycles.

```lean
/-- `d ^ c(σ)` counts the labellings of `n` particles by `d` states that `σ` leaves unchanged. -/
theorem pow_cycleCount (d : ℕ) (σ : Perm (Fin n)) :
    (d : ℂ) ^ cycleCount σ = ∑ f : Fin n → Fin d, if f ∘ σ = f then 1 else 0 := by
  -- an unchanged labelling is constant along each cycle
  have key : ∀ f : Fin n → Fin d, f ∘ σ = f → ∀ (k : ℤ) (x : Fin n), f ((σ ^ k) x) = f x := by
    intro f hf k
    have h1 : ∀ x, f (σ x) = f x := fun x => congrFun hf x
    induction k using Int.induction_on with
    | zero => intro x; simp
    | succ k ih => intro x; rw [zpow_add_one, Perm.mul_apply, ih, h1]
    | pred k ih =>
      intro x
      rw [zpow_sub_one, Perm.mul_apply, ih, ← h1 (σ⁻¹ x)]
      simp
  let e : {f : Fin n → Fin d // f ∘ σ = f} ≃
      (Quotient (Perm.SameCycle.setoid σ) → Fin d) :=
    { toFun := fun f => Quotient.lift f.1 (by
        rintro x y ⟨k, hk⟩
        rw [← hk, key f.1 f.2])
      invFun := fun g => ⟨fun x => g (Quotient.mk _ x), funext fun x => congrArg g
        (Quotient.sound (s := Perm.SameCycle.setoid σ)
          (show Perm.SameCycle σ (σ x) x from ⟨-1, by simp⟩))⟩
      left_inv := fun f => rfl
      right_inv := fun g => funext fun q => Quotient.inductionOn q fun x => rfl }
  rw [Finset.sum_boole, ← Fintype.card_subtype, ← Nat.card_eq_fintype_card,
    Nat.card_congr e, Nat.card_fun]
  simp [cycleCount]
```

**Q.** Why should the Gram matrix have an inverse when there are enough states?

**A.** Give the permutations complex amplitudes $w(\rho)$ and define the matrix elements
$$A_{fg}=\sum_{\rho:\,f\circ\rho=g}w(\rho).$$
Expanding the squares and summing over $g$ gives
$$\sum_{f,g}|A_{fg}|^2=\sum_{\tau,\rho}\overline{w(\tau)}\,w(\rho)\,\#\{f: f\circ\tau=f\circ\rho\}.$$
The condition on $f$ says $f\circ(\tau\rho^{-1})=f$, so the count is $d^{c(\tau\rho^{-1})}=d^{c(\rho^{-1}\tau)}$. The quadratic form of the Gram matrix is therefore a sum of squared moduli. In the code, `overlap` is the count, `square` is the expansion, and the last lines reorder the sums.

```lean
/-- The quadratic form of the Gram matrix is the sum of the squared moduli of the matrix elements,
between product states `f` and `g`, of the superposition of permutations with amplitudes `w`. -/
theorem gram_form (d : ℕ) (w : Perm (Fin n) → ℂ) :
    ∑ τ, ∑ ρ, conj (w τ) * w ρ * (d : ℂ) ^ cycleCount (ρ⁻¹ * τ) =
      ∑ f : Fin n → Fin d, ∑ g : Fin n → Fin d,
        (Complex.normSq (∑ ρ : Perm (Fin n), if f ∘ ρ = g then w ρ else 0) : ℂ) := by
  have overlap : ∀ τ ρ : Perm (Fin n), (d : ℂ) ^ cycleCount (ρ⁻¹ * τ) =
      ∑ f : Fin n → Fin d, ∑ g : Fin n → Fin d,
        (if f ∘ τ = g then (1 : ℂ) else 0) * (if f ∘ ρ = g then 1 else 0) := by
    intro τ ρ
    rw [cycleCount_mul_comm, pow_cycleCount]
    refine Finset.sum_congr rfl fun f _ => ?_
    simp only [ite_mul, one_mul, zero_mul, Finset.sum_ite_eq, Finset.mem_univ, if_true]
    refine if_congr ⟨fun h => funext fun x => ?_, fun h => funext fun x => ?_⟩ rfl rfl
    · simpa using (congrFun h (ρ x)).symm
    · simpa using (congrFun h (ρ⁻¹ x)).symm
  have square : ∀ f g : Fin n → Fin d,
      (Complex.normSq (∑ ρ : Perm (Fin n), if f ∘ ρ = g then w ρ else 0) : ℂ) =
      ∑ τ : Perm (Fin n), ∑ ρ : Perm (Fin n), conj (w τ) * w ρ *
        ((if f ∘ τ = g then (1 : ℂ) else 0) * (if f ∘ ρ = g then 1 else 0)) := by
    intro f g
    rw [Complex.normSq_eq_conj_mul_self, map_sum, Finset.sum_mul_sum]
    refine Finset.sum_congr rfl fun τ _ => Finset.sum_congr rfl fun ρ _ => ?_
    split_ifs <;> simp
  simp_rw [square, overlap, Finset.mul_sum]
  -- only the order of the four sums differs
  refine (Finset.sum_congr rfl fun τ _ => Finset.sum_comm).trans
    (Finset.sum_comm.trans (Finset.sum_congr rfl fun f _ => ?_))
  exact (Finset.sum_congr rfl fun τ _ => Finset.sum_comm).trans Finset.sum_comm
```

Now suppose the Gram matrix sends $w$ to zero. Then every $A_{fg}$ vanishes. If $n\le d$, choose $f$ with all labels different and set $g=f\circ\rho$. Only $\rho$ itself contributes, so $w(\rho)=A_{fg}=0$. The matrix is injective, and being square it is also surjective. Hence
$$\sum_\rho d^{c(\rho^{-1}\tau)}w(\rho)=\delta_{\tau,1}\quad\text{for all }\tau$$
has exactly one solution $w$, the Weingarten function. The labelling with distinct values is `Fin.castLE h`, and `h5` isolates the single surviving term.

```lean
/-- For `n ≤ d` there is exactly one Weingarten function, that is, one solution `w` of
`∑ ρ, d ^ c(ρ⁻¹ τ) w(ρ) = δ(τ, 1)`. -/
theorem existsUnique_weingarten {d : ℕ} (h : n ≤ d) :
    ∃! w : Perm (Fin n) → ℂ, ∀ τ,
      ∑ ρ, (d : ℂ) ^ cycleCount (ρ⁻¹ * τ) * w ρ = if τ = 1 then 1 else 0 := by
  have inj : Function.Injective (gramMatrix n d).mulVecLin := by
    rw [injective_iff_map_eq_zero]
    intro w hw
    have h0 : ∑ τ, ∑ ρ, conj (w τ) * w ρ * (d : ℂ) ^ cycleCount (ρ⁻¹ * τ) = 0 := by
      refine Finset.sum_eq_zero fun τ _ => ?_
      have ht : ∑ ρ, (d : ℂ) ^ cycleCount (ρ⁻¹ * τ) * w ρ = 0 := congrFun hw τ
      rw [← mul_zero (conj (w τ)), ← ht, Finset.mul_sum]
      exact Finset.sum_congr rfl fun ρ _ => by ring
    rw [gram_form] at h0
    have h1 : ∑ f : Fin n → Fin d, ∑ g : Fin n → Fin d,
        Complex.normSq (∑ ρ : Perm (Fin n), if f ∘ ρ = g then w ρ else 0) = 0 := by
      exact_mod_cast h0
    funext ρ
    -- a product state with all labels different tells the permutations apart
    have h2 := (Finset.sum_eq_zero_iff_of_nonneg (fun f _ => Finset.sum_nonneg
      fun g _ => Complex.normSq_nonneg _)).1 h1 (Fin.castLE h) (Finset.mem_univ _)
    have h3 := (Finset.sum_eq_zero_iff_of_nonneg
      (fun g _ => Complex.normSq_nonneg _)).1 h2 (Fin.castLE h ∘ ρ) (Finset.mem_univ _)
    have h4 := Complex.normSq_eq_zero.1 h3
    have h5 : (∑ σ : Perm (Fin n),
        if Fin.castLE h ∘ ⇑σ = Fin.castLE h ∘ ⇑ρ then w σ else 0) = w ρ := by
      rw [Finset.sum_eq_single ρ]
      · exact if_pos rfl
      · intro σ _ hσ
        exact if_neg fun e => hσ (Equiv.ext fun x => Fin.castLE_injective h (congrFun e x))
      · intro hρ
        exact absurd (Finset.mem_univ ρ) hρ
    exact h5.symm.trans h4
  obtain ⟨w, hw⟩ := LinearMap.injective_iff_surjective.1 inj (fun τ => if τ = 1 then 1 else 0)
  exact ⟨w, fun τ => congrFun hw τ, fun v hv => inj ((funext hv).trans hw.symm)⟩
```

**Q.** Could the hypothesis be relaxed to $n\le d+1$?

**A.** No. For $n=2$, $d=1$ the equations read $w(1)+w(s)=1$ and $w(1)+w(s)=0$.

**Q.** You have solved a linear system. I asked for an inverse in the algebra.

**A.** Multiply $G$ by a permutation and rename the summation variable:
$$\rho G=\sum_\tau d^{c(\rho^{-1}\tau)}\tau,\qquad G\rho=\sum_\tau d^{c(\tau\rho^{-1})}\tau.$$
The two are equal, since $c$ ignores the order of a product. With $y=\sum_\rho w(\rho)\rho$ this gives
$$yG=Gy=\sum_\tau\Big(\sum_\rho d^{c(\rho^{-1}\tau)}w(\rho)\Big)\tau=1.$$
The renaming is done by `Equiv.sum_comp`, with left multiplication in one case and right multiplication in the other.

```lean
/-- Multiplying the Gram element by a permutation `ρ` from the left or from the right gives the
same element, with coefficients `d ^ c(ρ⁻¹ τ)`. -/
theorem gram_translate (d : ℕ) (ρ : Perm (Fin n)) :
    MonoidAlgebra.of ℂ _ ρ * gram n d =
        ∑ τ, (d : ℂ) ^ cycleCount (ρ⁻¹ * τ) • MonoidAlgebra.of ℂ (Perm (Fin n)) τ ∧
      gram n d * MonoidAlgebra.of ℂ _ ρ =
        ∑ τ, (d : ℂ) ^ cycleCount (ρ⁻¹ * τ) • MonoidAlgebra.of ℂ (Perm (Fin n)) τ := by
  constructor
  · rw [gram, Finset.mul_sum]
    refine (Equiv.sum_comp (Equiv.mulLeft ρ⁻¹) _).symm.trans (Finset.sum_congr rfl fun τ _ => ?_)
    simp only [Equiv.coe_mulLeft]
    rw [mul_smul_comm, ← map_mul, mul_inv_cancel_left]
  · rw [gram, Finset.sum_mul]
    refine (Equiv.sum_comp (Equiv.mulRight ρ⁻¹) _).symm.trans (Finset.sum_congr rfl fun τ _ => ?_)
    simp only [Equiv.coe_mulRight]
    rw [smul_mul_assoc, ← map_mul, inv_mul_cancel_right, cycleCount_mul_comm]
```

**Q.** And with too few states?

**A.** Then the signed sum vanishes. Write
$$\sum_\sigma \mathrm{sign}(\sigma)\,d^{c(\sigma)}=\sum_f\ \sum_{\sigma:\,f\circ\sigma=f}\mathrm{sign}(\sigma).$$
If $d<n$, every $f$ gives two particles $i\ne j$ the same label. Let $t$ exchange $i$ and $j$. Then $f\circ(t\sigma)=f\circ\sigma$, while $t\sigma$ and $\sigma$ have opposite signs. Replacing $\sigma$ by $t\sigma$ turns the inner sum into its own negative, which is `hs`, so it is zero. For three particles with two states the total is $8-3\cdot4+2\cdot2=0$.

```lean
/-- With fewer states than particles, the sum of `sign(σ) d ^ c(σ)` over all permutations
vanishes. -/
theorem sum_sign_eq_zero {d : ℕ} (h : d < n) :
    ∑ σ : Perm (Fin n), ((Perm.sign σ : ℤ) : ℂ) * (d : ℂ) ^ cycleCount σ = 0 := by
  simp_rw [pow_cycleCount, Finset.mul_sum]
  rw [Finset.sum_comm]
  refine Finset.sum_eq_zero fun f _ => ?_
  -- two particles carry the same label; exchanging them flips the sign
  obtain ⟨i, j, hij, hf⟩ := Fintype.exists_ne_map_eq_of_card_lt f (by simpa using h)
  have hs : ∑ σ : Perm (Fin n), ((Perm.sign σ : ℤ) : ℂ) * (if f ∘ σ = f then 1 else 0) =
      -∑ σ : Perm (Fin n), ((Perm.sign σ : ℤ) : ℂ) * (if f ∘ σ = f then 1 else 0) := by
    refine (Equiv.sum_comp (Equiv.mulLeft (swap i j)) _).symm.trans ?_
    rw [← Finset.sum_neg_distrib]
    refine Finset.sum_congr rfl fun σ _ => ?_
    have hc : f ∘ ⇑(swap i j * σ) = f ∘ σ := by
      funext x
      change f (swap i j (σ x)) = f (σ x)
      rw [Equiv.swap_apply_def]
      split_ifs with h1 h2
      · rw [h1, hf]
      · rw [h2, hf]
      · rfl
    simp only [Equiv.coe_mulLeft, hc, Perm.sign_mul, Perm.sign_swap hij]
    push_cast
    ring
  linear_combination hs / 2
```

The sign extends linearly to an algebra homomorphism $\varepsilon:\mathbb{C}[S_n]\to\mathbb{C}$, and the signed sum is $\varepsilon(G)$. A homomorphism sends invertible elements to invertible elements. Since $\varepsilon(G)=0$, $G$ has no inverse. This is the first half of the main proof; the second half assembles $y$ and checks both products, `hl` and `hr`.

```lean
/-- The element `∑ σ, d ^ c(σ) σ` of the complex group algebra of `S_n` is invertible if and only
if `d ≥ n`. -/
theorem isUnit_gram_iff (n d : ℕ) : IsUnit (gram n d) ↔ n ≤ d := by
  constructor
  · intro hu
    by_contra hn
    -- the sign character sends the element to zero
    let χ : Perm (Fin n) →* ℂ :=
      (Int.castRingHom ℂ : ℤ →* ℂ).comp ((Units.coeHom ℤ).comp Perm.sign)
    let ε : MonoidAlgebra ℂ (Perm (Fin n)) →ₐ[ℂ] ℂ := MonoidAlgebra.lift _ _ _ χ
    have hε : ∀ σ, ε (MonoidAlgebra.of ℂ _ σ) = χ σ := fun σ => MonoidAlgebra.lift_of _ _
    have h0 : ε (gram n d) = 0 := by
      refine Eq.trans ?_ (sum_sign_eq_zero (not_le.1 hn))
      rw [gram, map_sum]
      refine Finset.sum_congr rfl fun σ _ => ?_
      rw [map_smul, hε, smul_eq_mul, mul_comm]
      rfl
    exact (hu.map ε).ne_zero h0
  · intro h
    obtain ⟨w, hw, -⟩ := existsUnique_weingarten h
    -- the Weingarten function gives the coefficients of the inverse
    let y : MonoidAlgebra ℂ (Perm (Fin n)) := ∑ ρ, w ρ • MonoidAlgebra.of ℂ _ ρ
    have total : ∑ ρ, w ρ • ∑ τ, (d : ℂ) ^ cycleCount (ρ⁻¹ * τ) •
        MonoidAlgebra.of ℂ (Perm (Fin n)) τ = 1 := by
      simp_rw [Finset.smul_sum, smul_smul]
      rw [Finset.sum_comm]
      simp_rw [← Finset.sum_smul, mul_comm (w _), hw, ite_smul, one_smul, zero_smul]
      rw [Finset.sum_ite_eq' Finset.univ (1 : Perm (Fin n)), if_pos (Finset.mem_univ _), map_one]
    have hl : y * gram n d = 1 := by
      rw [← total, Finset.sum_mul]
      exact Finset.sum_congr rfl fun ρ _ => by rw [smul_mul_assoc, (gram_translate d ρ).1]
    have hr : gram n d * y = 1 := by
      rw [← total, Finset.mul_sum]
      exact Finset.sum_congr rfl fun ρ _ => by rw [mul_smul_comm, (gram_translate d ρ).2]
    exact ⟨⟨gram n d, y, hr, hl⟩, rfl⟩
```

**Q.** What exactly does that last statement claim?

**A.** `IsUnit (gram n d)` says that $G$ has a two-sided inverse, and the theorem makes this equivalent to $n\le d$ for all natural $n$ and $d$. The case $n=0$ is included: there is one permutation, it has no cycles, and $G=1$ even for $d=0$. Values of $d$ that are not natural numbers do not occur.

**Q.** So have you computed an average over random unitaries?

**A.** No. The formula that expresses Haar averages of products of unitary matrix elements through $w$ is not proved here. What is established is that its coefficients are well defined for $n\le d$. For $1\le d<n$ the averages still exist, but the equations for $w$ have no solution. As an example, take electrons with spin labels only and no spatial orbitals, so that $d=2$. For three electrons $G$ has no inverse in $\mathbb{C}[S_3]$, and there is no nonzero antisymmetric spin state.

**Q.** Does the code recover the two-particle inverse for every $d\ge2$?

**A.** Yes, as a product equal to one. With $s^2=1$,
$$(a+bs)(x-ys)=(ax-by)+(bx-ay)s.$$
Insert $a=d^2$, $b=d$, $x=\frac{1}{d^2-1}$ and $y=\frac{1}{d(d^2-1)}$. The first bracket is $\frac{d^2-1}{d^2-1}=1$ and the second is $\frac{d}{d^2-1}-\frac{d}{d^2-1}=0$. The code finds the cycle counts 2 and 1 (`c1`, `cs`), multiplies out (`expand`) and evaluates the brackets (`h1`, `h2`). The theorem states the product in one order; the other follows because $S_2$ is commutative.

```lean
/-- For two particles and `d ≥ 2` the inverse has coefficient `1 / (d² - 1)` on the identity and
`-1 / (d (d² - 1))` on the exchange. -/
theorem gram_two_mul_inverse {d : ℕ} (h : 2 ≤ d) :
    gram 2 d * ((1 / ((d : ℂ) ^ 2 - 1)) • 1 -
      (1 / ((d : ℂ) * ((d : ℂ) ^ 2 - 1))) • MonoidAlgebra.of ℂ _ (swap 0 1)) = 1 := by
  have c1 : cycleCount (1 : Perm (Fin 2)) = 2 := by
    have e := Nat.card_congr (Equiv.ofBijective
      (Quotient.mk (Perm.SameCycle.setoid (1 : Perm (Fin 2))))
      ⟨fun x y hxy => Perm.sameCycle_one.1 (Quotient.exact hxy), Quotient.mk_surjective⟩)
    rw [cycleCount, ← e]
    simp
  have cs : cycleCount (swap 0 1 : Perm (Fin 2)) = 1 := by
    have hx : ∀ x y : Fin 2, x ≠ y → (swap 0 1 : Perm (Fin 2)) x = y := by decide
    refine Nat.card_eq_one_iff_unique.2 ⟨⟨fun p q => ?_⟩, ⟨Quotient.mk _ 0⟩⟩
    refine Quotient.inductionOn₂ p q fun x y => Quotient.sound ?_
    change Perm.SameCycle (swap 0 1) x y
    by_cases hxy : x = y
    · rw [hxy]
    · exact ⟨1, by rw [zpow_one]; exact hx x y hxy⟩
  have hu : (Finset.univ : Finset (Perm (Fin 2))) = {1, swap 0 1} := by decide
  have hne : (1 : Perm (Fin 2)) ≠ swap 0 1 := by decide
  have hss : MonoidAlgebra.of ℂ (Perm (Fin 2)) (swap 0 1) *
      MonoidAlgebra.of ℂ (Perm (Fin 2)) (swap 0 1) = 1 := by
    rw [← map_mul, Equiv.swap_mul_self, map_one]
  rw [gram, hu, Finset.sum_pair hne, c1, cs, map_one, pow_one]
  generalize MonoidAlgebra.of ℂ (Perm (Fin 2)) (swap 0 1) = s at hss ⊢
  have expand : ∀ a b x y : ℂ, (a • 1 + b • s) * (x • 1 - y • s) =
      (a * x - b * y) • 1 + (b * x - a * y) • s := by
    intro a b x y
    simp only [add_mul, mul_sub, smul_mul_smul_comm, one_mul, mul_one, hss]
    module
  have hd : (d : ℂ) ≠ 0 := by
    have : d ≠ 0 := by omega
    exact_mod_cast this
  have hd2 : (d : ℂ) ^ 2 - 1 ≠ 0 := by
    refine sub_ne_zero.2 fun e => ?_
    have e' : d ^ 2 = 1 := by exact_mod_cast e
    nlinarith
  have h1 : (d : ℂ) ^ 2 * (1 / ((d : ℂ) ^ 2 - 1)) -
      d * (1 / ((d : ℂ) * ((d : ℂ) ^ 2 - 1))) = 1 := by
    field_simp
  have h2 : (d : ℂ) * (1 / ((d : ℂ) ^ 2 - 1)) -
      (d : ℂ) ^ 2 * (1 / ((d : ℂ) * ((d : ℂ) ^ 2 - 1))) = 0 := by
    rw [sub_eq_zero]
    field_simp
  rw [expand, h1, h2, one_smul, zero_smul, add_zero]

end

end WeingartenCalculus
```

```lean
#print axioms WeingartenCalculus.cycleCount_mul_comm
-- 'WeingartenCalculus.cycleCount_mul_comm' depends on axioms: [propext, Classical.choice, Quot.sound]
#print axioms WeingartenCalculus.isUnit_gram_iff
-- 'WeingartenCalculus.isUnit_gram_iff' depends on axioms: [propext, Classical.choice, Quot.sound]
#print axioms WeingartenCalculus.gram_two_mul_inverse
-- 'WeingartenCalculus.gram_two_mul_inverse' depends on axioms: [propext, Classical.choice, Quot.sound]
```
